# Equality cases of the Rayleigh quotient: constant expectation value and saturated lower bound

## Physical setting

The formal statement has to choose the scalars first, because the answer depends on them. Over the real numbers the expectation value \(\langle x, Tx\rangle\) is blind to the antisymmetric part of \(T\), and a hypothesis of symmetry is needed before it determines the operator. Over the complex numbers it determines the operator with no such hypothesis. The main theorems here are set in a real inner-product space \(E\) and carry symmetry as an explicit assumption, and the complex case is a separate theorem. A second choice is to write equality in the homogeneous form \(\langle x, Tx\rangle = c\lVert x\rVert^2\), which needs neither normalised vectors nor a division.

The real setting describes a Hamiltonian that maps real functions to real functions (for example a spin-free Hamiltonian without a magnetic field), written in an orthonormal basis of real functions. Its matrix is then real and symmetric, and the trial vectors are taken to be real coefficient vectors. In a finite basis \(T\) is this matrix, which represents the Hamiltonian projected onto the trial space. The results then say when the variational energy is the same for every trial vector and which trial vectors reach a given lower bound on it. The equation \(Tx = cx\) is in that case an eigenvalue equation of the matrix, which the full Hamiltonian need not satisfy. The Rayleigh–Ritz principle in its usual form also identifies the best lower bound with the bottom of the spectrum and bounds higher eigenvalues through subspaces; here a lower bound is assumed, and only the cases of equality are characterised.

## Statement

Let \(E\) be a real inner-product space, \(T : E \to E\) a linear map and \(c\) a real number. The operator is symmetric if \(\langle Tx, y\rangle = \langle x, Ty\rangle\) for all \(x, y\). The Rayleigh quotient is \(R(x) = \langle x, Tx\rangle / \lVert x\rVert^2\).

1. For any \(T\), the equation \(\langle x, Tx\rangle = c\lVert x\rVert^2\) holds for all \(x\) exactly when \(\langle x, Ty\rangle + \langle y, Tx\rangle = 2c\langle x, y\rangle\) for all \(x, y\).
2. For symmetric \(T\), it holds for all \(x\) exactly when \(T = c\,\mathbb{1}\). The same is true of the condition \(R(x) = c\) for all \(x \neq 0\).
3. For symmetric \(T\) with \(c\lVert y\rVert^2 \le \langle y, Ty\rangle\) for all \(y\), a given vector \(x\) has \(\langle x, Tx\rangle = c\lVert x\rVert^2\) exactly when \(Tx = cx\).
4. On a complex inner-product space, for any linear \(T\) and any complex \(c\), the equation \(\langle x, Tx\rangle = c\lVert x\rVert^2\) holds for all \(x\) exactly when \(T = c\,\mathbb{1}\).
5. On the Euclidean plane the rotation \(J\) by 90 degrees has \(\langle x, Jx\rangle = 0\) for all \(x\), is not a multiple of the identity, and is not symmetric.
6. On the same plane \(H = \operatorname{diag}(1, 2)\) is symmetric and obeys the bound of item 3 with \(c = 1\), with equality at the first unit vector and not at the second.

## Derivation

The arguments for items 1 to 3 start from one expansion. Linearity of \(T\) and bilinearity of the real inner product give, for real \(t\),
\[
\langle x + ty, T(x + ty)\rangle = \langle x, Tx\rangle + t\,\bigl(\langle x, Ty\rangle + \langle y, Tx\rangle\bigr) + t^2\langle y, Ty\rangle .
\]

For item 1, suppose \(\langle z, Tz\rangle = c\lVert z\rVert^2\) for all \(z\) and set \(t = 1\). The hypothesis applies to \(x + y\), to \(x\) and to \(y\), and \(\lVert x + y\rVert^2 = \lVert x\rVert^2 + 2\langle x, y\rangle + \lVert y\rVert^2\), so
\[
c\lVert x\rVert^2 + 2c\langle x, y\rangle + c\lVert y\rVert^2 = c\lVert x\rVert^2 + \langle x, Ty\rangle + \langle y, Tx\rangle + c\lVert y\rVert^2 .
\]
Cancelling the diagonal terms leaves \(\langle x, Ty\rangle + \langle y, Tx\rangle = 2c\langle x, y\rangle\). Conversely, setting \(y = x\) in this identity gives \(2\langle x, Tx\rangle = 2c\lVert x\rVert^2\). The condition therefore fixes the symmetrised matrix elements of \(T\) and nothing else.

For item 2, symmetry of \(T\) and of the real inner product give \(\langle y, Tx\rangle = \langle Ty, x\rangle = \langle x, Ty\rangle\). The identity of item 1 becomes \(\langle x, Ty\rangle = c\langle x, y\rangle\), that is \(\langle x, Ty - cy\rangle = 0\) for all \(x\). The choice \(x = Ty - cy\) gives \(\lVert Ty - cy\rVert^2 = 0\), so \(Ty = cy\) for every \(y\). Conversely, \(T = c\,\mathbb{1}\) gives \(\langle x, cy\rangle + \langle y, cx\rangle = 2c\langle x, y\rangle\). For the quotient, multiplication by \(\lVert x\rVert^2 \neq 0\) turns \(R(x) = c\) into the homogeneous equation when \(x \neq 0\), and at \(x = 0\) the homogeneous equation reads \(0 = 0\).

For item 3, suppose \(x\) saturates the bound and take any \(y\). Apply the bound to \(x + ty\), using the expansion above and \(\lVert x + ty\rVert^2 = \lVert x\rVert^2 + 2t\langle x, y\rangle + t^2\lVert y\rVert^2\). The terms of order zero cancel by saturation, symmetry merges the two cross terms, and what remains is
\[
0 \le 2tb + t^2K, \qquad b = \langle y, Tx\rangle - c\langle x, y\rangle, \qquad K = \langle y, Ty\rangle - c\lVert y\rVert^2 ,
\]
for every real \(t\), with \(K \ge 0\) by the bound at \(y\). Choose \(t = -b/(K + 1)\), so that \(b = -t(K + 1)\). Then
\[
2tb + t^2K = -2t^2(K + 1) + t^2K = -t^2(K + 2) ,
\]
which is nonnegative only if \(t = 0\), and then \(b = 0\). Thus \(\langle y, Tx - cx\rangle = 0\) for all \(y\), and \(Tx = cx\). This is the vanishing of the first variation of \(\langle z, Tz\rangle - c\lVert z\rVert^2\) at a minimum. Conversely, \(Tx = cx\) gives \(\langle x, Tx\rangle = c\langle x, x\rangle = c\lVert x\rVert^2\).

For item 4, put \(S = T - c\,\mathbb{1}\), so that the hypothesis reads \(\langle z, Sz\rangle = 0\) for all \(z\). Take the inner product conjugate-linear in its first argument. The choice \(z = x + y\) gives \(\langle x, Sy\rangle + \langle y, Sx\rangle = 0\). The choice \(z = x + iy\) gives \(i\langle x, Sy\rangle - i\langle y, Sx\rangle = 0\). The sum and the difference of the two matrix elements both vanish, so \(\langle x, Sy\rangle = 0\) for all \(x, y\) and \(S = 0\). The second test vector supplies the information on the antisymmetric combination that real scalars cannot reach.

For item 5, with components labelled 0 and 1,
\[
J = \begin{pmatrix} 0 & -1 \\ 1 & 0 \end{pmatrix}, \qquad Jx = (-x_1, x_0), \qquad \langle x, Jx\rangle = -x_0x_1 + x_1x_0 = 0 .
\]
The first unit vector \(e_0 = (1, 0)\) is sent to \((0, 1)\), whose second component is 1, whereas the second component of \(c\,e_0\) is 0 for every \(c\). Hence \(J \neq c\,\mathbb{1}\). If \(J\) were symmetric, item 2 with \(c = 0\) would make it the zero operator, so it is not symmetric.

For item 6, \(\langle Hx, y\rangle = x_0y_0 + 2x_1y_1 = \langle x, Hy\rangle\), and \(\langle y, Hy\rangle - \lVert y\rVert^2 = y_1^2 \ge 0\). The difference is 0 at \(e_0\) and 1 at \(e_1 = (0, 1)\).

## What the formal version assumes

The space `E` carries `NormedAddCommGroup E` and `InnerProductSpace ℝ E`: a real vector space with a positive-definite inner product and the norm it induces. No dimension and no completeness are assumed. The operator has type `E →ₗ[ℝ] E`, a linear map defined on all of `E` with values in `E`, with no continuity required. A Hamiltonian given on a dense domain fits this type only if the domain is taken as `E` and is mapped into itself; operators whose images leave the domain are not covered. A family of trial states that is not a vector space, such as the set of single Slater determinants, is not covered either, since the arguments need \(x + ty\) to be an admissible vector.

The hypothesis `T.IsSymmetric` is the identity \(\langle Tx, y\rangle = \langle x, Ty\rangle\) for all \(x, y\). No adjoint operator is constructed, and `expectation_eq_iff_symmetrised` is accordingly stated through matrix elements. The expression `c • LinearMap.id` is \(c\,\mathbb{1}\). The definition `expectation T x` is the unnormalised \(\langle x, Tx\rangle\), and `rayleigh T x` divides it by `‖x‖ ^ 2`. Lean assigns the value 0 to this quotient at the zero vector, so `rayleigh_const_iff_scalar` quantifies over `x ≠ 0` only.

In `bound_saturated_iff` the lower bound `hb` is a hypothesis. The theorem does not say that \(c\) is the greatest lower bound, nor that a nonzero saturating vector exists. The vector `x` may be zero, where both sides hold trivially, so `T x = c • x` describes an eigenvector only when \(x \neq 0\). This theorem is stated for real spaces only. In `complex_expectation_eq_iff_scalar` the constant `c` is complex, the norm is cast to `ℂ` before squaring, and the inner product follows the physicists' convention of being linear in the second argument.

The two examples live on `Plane`, which is `EuclideanSpace ℝ (Fin 2)`, and `matrixOp A` acts by the matrix–vector product on column vectors. The theorem `quarterTurn_counterexample` shows that symmetry cannot be dropped from item 2, and `twoLevel_witness` exhibits an operator that meets the assumptions of item 3 together with one vector that saturates the bound and one that does not.

Three further observations are checked by hand only and have no theorem in the Lean source. Symmetry is also needed in item 3: \(J\) obeys the bound with \(c = 0\) and saturates it everywhere, while \(Je_0 \neq 0\). The bound is needed as well: for \(H = \operatorname{diag}(1, 2)\), \(c = 3/2\) and \(x = (1, 1)\) one has \(\langle x, Hx\rangle = 3 = c\lVert x\rVert^2\), but \(Hx = (1, 2)\) is not \(cx\). Finally, \(J\) is no counter-example to item 4, because on \(\mathbb{C}^2\) the vector \(x = (1, -i)\) has \(Jx = ix\) and \(\langle x, Jx\rangle = 2i\).

## The Lean file

```lean
import Mathlib

open scoped InnerProductSpace Matrix

namespace RayleighEquality

noncomputable section

variable {E : Type*} [NormedAddCommGroup E] [InnerProductSpace ℝ E]

/-- The unnormalised expectation value `⟨x, T x⟩` of an operator `T` in the vector `x`. -/
def expectation (T : E →ₗ[ℝ] E) (x : E) : ℝ := ⟪x, T x⟫_ℝ

/-- The Rayleigh quotient `⟨x, T x⟩ / ‖x‖²`. -/
def rayleigh (T : E →ₗ[ℝ] E) (x : E) : ℝ := expectation T x / ‖x‖ ^ 2

/-- The expectation value along the line `x + t y` is a quadratic polynomial in `t`. -/
theorem expectation_add_smul (T : E →ₗ[ℝ] E) (x y : E) (t : ℝ) :
    expectation T (x + t • y) =
      expectation T x + t * (⟪x, T y⟫_ℝ + ⟪y, T x⟫_ℝ) + t ^ 2 * expectation T y := by
  simp only [expectation, map_add, map_smul, inner_add_left, inner_add_right,
    real_inner_smul_left, real_inner_smul_right]
  ring

/-- For any real operator, `⟨x, T x⟩ = c ‖x‖²` for all `x` exactly when the symmetrised
matrix elements satisfy `⟨x, T y⟩ + ⟨y, T x⟩ = 2 c ⟨x, y⟩`. -/
theorem expectation_eq_iff_symmetrised (T : E →ₗ[ℝ] E) (c : ℝ) :
    (∀ x, expectation T x = c * ‖x‖ ^ 2) ↔
      ∀ x y, ⟪x, T y⟫_ℝ + ⟪y, T x⟫_ℝ = 2 * c * ⟪x, y⟫_ℝ := by
  constructor
  · intro h x y
    -- polarisation: compare both sides on `x + y`
    have h1 := expectation_add_smul T x y 1
    rw [one_smul, h (x + y), h x, h y, norm_add_sq_real x y] at h1
    linear_combination -h1
  · intro h x
    have h1 := h x x
    rw [real_inner_self_eq_norm_sq x] at h1
    unfold expectation
    linear_combination (1 / 2 : ℝ) * h1

/-- A symmetric real operator has `⟨x, T x⟩ = c ‖x‖²` for all `x` exactly when it is
`c` times the identity. -/
theorem expectation_eq_iff_scalar {T : E →ₗ[ℝ] E} (hT : T.IsSymmetric) (c : ℝ) :
    (∀ x, expectation T x = c * ‖x‖ ^ 2) ↔ T = c • LinearMap.id := by
  rw [expectation_eq_iff_symmetrised]
  constructor
  · intro h
    refine LinearMap.ext fun y => ?_
    apply ext_inner_left ℝ
    intro x
    have h1 := h x y
    -- symmetry makes the two matrix elements equal
    have h2 : ⟪y, T x⟫_ℝ = ⟪x, T y⟫_ℝ := (hT y x).symm.trans (real_inner_comm _ _)
    rw [LinearMap.smul_apply, LinearMap.id_apply, real_inner_smul_right x y c]
    linear_combination (1 / 2 : ℝ) * h1 - (1 / 2 : ℝ) * h2
  · intro h x y
    rw [h]
    simp only [LinearMap.smul_apply, LinearMap.id_apply, real_inner_smul_right]
    rw [real_inner_comm x y]
    ring

/-- The Rayleigh quotient of a symmetric real operator equals `c` on every nonzero vector
exactly when the operator is `c` times the identity. -/
theorem rayleigh_const_iff_scalar {T : E →ₗ[ℝ] E} (hT : T.IsSymmetric) (c : ℝ) :
    (∀ x, x ≠ 0 → rayleigh T x = c) ↔ T = c • LinearMap.id := by
  rw [← expectation_eq_iff_scalar hT c]
  constructor
  · intro h x
    by_cases hx : x = 0
    · subst hx
      simp [expectation]
    · have hn : ‖x‖ ^ 2 ≠ 0 := pow_ne_zero 2 (norm_ne_zero_iff.mpr hx)
      have h1 := h x hx
      unfold rayleigh at h1
      exact (div_eq_iff hn).mp h1
  · intro h x hx
    have hn : ‖x‖ ^ 2 ≠ 0 := pow_ne_zero 2 (norm_ne_zero_iff.mpr hx)
    unfold rayleigh
    exact (div_eq_iff hn).mpr (h x)

/-- If `2 t b + t² K` with `K ≥ 0` is nonnegative for every real `t`, the first-order
coefficient `b` vanishes. -/
theorem linear_coeff_eq_zero {b K : ℝ} (hK : 0 ≤ K)
    (h : ∀ t : ℝ, 0 ≤ 2 * t * b + t ^ 2 * K) : b = 0 := by
  have hne : K + 1 ≠ 0 := (by linarith : 0 < K + 1).ne'
  -- test with the step `t = -b / (K + 1)`
  obtain ⟨t, ht⟩ : ∃ t : ℝ, t * (K + 1) = -b :=
    ⟨-b / (K + 1), div_mul_cancel₀ _ hne⟩
  have hb : b = -(t * (K + 1)) := by linarith
  have h2 : t ^ 2 * (K + 2) ≤ 0 := by
    have h1 := h t
    rw [hb] at h1
    nlinarith [h1]
  have h3 : t ^ 2 ≤ 0 := by nlinarith [mul_nonneg (sq_nonneg t) hK]
  have ht0 : t = 0 := (pow_eq_zero_iff two_ne_zero).mp (le_antisymm h3 (sq_nonneg t))
  rw [hb, ht0]
  simp

/-- If a symmetric real operator obeys the bound `c ‖y‖² ≤ ⟨y, T y⟩` for all `y`, then a
vector `x` saturates the bound exactly when `T x = c x`. -/
theorem bound_saturated_iff {T : E →ₗ[ℝ] E} (hT : T.IsSymmetric) (c : ℝ)
    (hb : ∀ y, c * ‖y‖ ^ 2 ≤ expectation T y) (x : E) :
    expectation T x = c * ‖x‖ ^ 2 ↔ T x = c • x := by
  constructor
  · intro hx
    apply ext_inner_left ℝ
    intro y
    have hs : ⟪x, T y⟫_ℝ = ⟪y, T x⟫_ℝ := (hT x y).symm.trans (real_inner_comm _ _)
    -- the bound along `x + t y` forces the first variation to vanish
    have key : ⟪y, T x⟫_ℝ - c * ⟪x, y⟫_ℝ = 0 := by
      refine linear_coeff_eq_zero (K := expectation T y - c * ‖y‖ ^ 2)
        (sub_nonneg.mpr (hb y)) fun t => ?_
      have hn : ‖x + t • y‖ ^ 2 = ‖x‖ ^ 2 + 2 * t * ⟪x, y⟫_ℝ + t ^ 2 * ‖y‖ ^ 2 := by
        rw [norm_add_sq_real x (t • y), real_inner_smul_right x y t, norm_smul t y, mul_pow,
          Real.norm_eq_abs t, sq_abs t]
        ring
      have h1 := hb (x + t • y)
      rw [expectation_add_smul, hn, hx, hs] at h1
      nlinarith [h1]
    rw [real_inner_smul_right y x c, real_inner_comm x y]
    linarith
  · intro hx
    unfold expectation
    rw [hx, real_inner_smul_right x x c, real_inner_self_eq_norm_sq x]

/-- On a complex inner-product space any linear operator has `⟨x, T x⟩ = c ‖x‖²` for all `x`
exactly when it is `c` times the identity. -/
theorem complex_expectation_eq_iff_scalar {F : Type*} [NormedAddCommGroup F]
    [InnerProductSpace ℂ F] (T : F →ₗ[ℂ] F) (c : ℂ) :
    (∀ x, ⟪x, T x⟫_ℂ = c * (‖x‖ : ℂ) ^ 2) ↔ T = c • LinearMap.id := by
  have hn : ∀ x : F, ⟪x, x⟫_ℂ = (‖x‖ : ℂ) ^ 2 := fun x => by
    exact inner_self_eq_norm_sq_to_K x
  constructor
  · intro h
    -- complex polarisation applied to `T - c`
    have h0 : T - c • LinearMap.id = 0 := by
      refine (inner_map_self_eq_zero (T - c • LinearMap.id)).mp fun x => ?_
      rw [inner_eq_zero_symm, LinearMap.sub_apply, LinearMap.smul_apply, LinearMap.id_apply,
        inner_sub_right, h x, inner_smul_right, hn x, sub_self]
    exact sub_eq_zero.mp h0
  · intro h x
    rw [h, LinearMap.smul_apply, LinearMap.id_apply, inner_smul_right, hn x]

/-- The real Euclidean plane. -/
abbrev Plane := EuclideanSpace ℝ (Fin 2)

/-- The operator on the plane given by a real `2 × 2` matrix. -/
def matrixOp (A : Matrix (Fin 2) (Fin 2) ℝ) : Plane →ₗ[ℝ] Plane where
  toFun x := WithLp.toLp 2 (A *ᵥ x.ofLp)
  map_add' x y := by
    ext i
    simp [Matrix.mulVec_add]
  map_smul' a x := by
    ext i
    simp [Matrix.mulVec_smul]

/-- The first Cartesian unit vector of the plane. -/
def basisX : Plane := !₂[(1 : ℝ), 0]

/-- The second Cartesian unit vector of the plane. -/
def basisY : Plane := !₂[(0 : ℝ), 1]

/-- The matrix of the rotation by 90 degrees. -/
def quarterTurn : Matrix (Fin 2) (Fin 2) ℝ := !![0, -1; 1, 0]

/-- The diagonal two-level Hamiltonian with entries 1 and 2. -/
def twoLevel : Matrix (Fin 2) (Fin 2) ℝ := !![1, 0; 0, 2]

/-- The inner product of the plane in Cartesian components. -/
theorem inner_plane (x y : Plane) : ⟪x, y⟫_ℝ = x 0 * y 0 + x 1 * y 1 := by
  simp [PiLp.inner_apply, Fin.sum_univ_two, mul_comm]

/-- The Cartesian components of a matrix operator acting on a vector of the plane. -/
theorem matrixOp_apply (A : Matrix (Fin 2) (Fin 2) ℝ) (x : Plane) (i : Fin 2) :
    matrixOp A x i = A i 0 * x 0 + A i 1 * x 1 := by
  change (A *ᵥ x.ofLp) i = _
  simp [Matrix.mulVec, dotProduct, Fin.sum_univ_two]

/-- The rotation by 90 degrees has `⟨x, J x⟩ = 0 · ‖x‖²` for all `x`, is not a multiple of
the identity, and is not symmetric. -/
theorem quarterTurn_counterexample :
    (∀ x, expectation (matrixOp quarterTurn) x = 0 * ‖x‖ ^ 2) ∧
      (∀ c : ℝ, matrixOp quarterTurn ≠ c • LinearMap.id) ∧
      ¬ (matrixOp quarterTurn).IsSymmetric := by
  have h00 : quarterTurn 0 0 = 0 := by simp [quarterTurn]
  have h01 : quarterTurn 0 1 = -1 := by simp [quarterTurn]
  have h10 : quarterTurn 1 0 = 1 := by simp [quarterTurn]
  have h11 : quarterTurn 1 1 = 0 := by simp [quarterTurn]
  have h1 : ∀ x, expectation (matrixOp quarterTurn) x = 0 * ‖x‖ ^ 2 := by
    intro x
    simp only [expectation, inner_plane, matrixOp_apply, h00, h01, h10, h11]
    ring
  have h2 : ∀ c : ℝ, matrixOp quarterTurn ≠ c • LinearMap.id := by
    intro c h
    -- the first unit vector acquires a second component
    have h3 := congrArg (fun S : Plane →ₗ[ℝ] Plane => S basisX 1) h
    simp [matrixOp_apply, h10, h11, basisX] at h3
  exact ⟨h1, h2, fun hs => h2 0 ((expectation_eq_iff_scalar hs 0).mp h1)⟩

/-- The two-level Hamiltonian is symmetric and obeys `1 · ‖y‖² ≤ ⟨y, H y⟩`, with equality at
the first unit vector and not at the second. -/
theorem twoLevel_witness :
    (matrixOp twoLevel).IsSymmetric ∧
      (∀ y, 1 * ‖y‖ ^ 2 ≤ expectation (matrixOp twoLevel) y) ∧
      expectation (matrixOp twoLevel) basisX = 1 * ‖basisX‖ ^ 2 ∧
      expectation (matrixOp twoLevel) basisY ≠ 1 * ‖basisY‖ ^ 2 := by
  have h00 : twoLevel 0 0 = 1 := by simp [twoLevel]
  have h01 : twoLevel 0 1 = 0 := by simp [twoLevel]
  have h10 : twoLevel 1 0 = 0 := by simp [twoLevel]
  have h11 : twoLevel 1 1 = 2 := by simp [twoLevel]
  have hn : ∀ y : Plane, ‖y‖ ^ 2 = y 0 * y 0 + y 1 * y 1 := by
    intro y
    rw [← real_inner_self_eq_norm_sq y, inner_plane]
  have he : ∀ y : Plane,
      expectation (matrixOp twoLevel) y = y 0 * y 0 + 2 * (y 1 * y 1) := by
    intro y
    simp only [expectation, inner_plane, matrixOp_apply, h00, h01, h10, h11]
    ring
  have x0 : basisX 0 = 1 := by simp [basisX]
  have x1 : basisX 1 = 0 := by simp [basisX]
  have y0 : basisY 0 = 0 := by simp [basisY]
  have y1 : basisY 1 = 1 := by simp [basisY]
  refine ⟨?_, ?_, ?_, ?_⟩
  · intro x y
    simp only [inner_plane, matrixOp_apply, h00, h01, h10, h11]
    ring
  · intro y
    rw [hn, he]
    nlinarith [mul_self_nonneg (y 1)]
  · rw [hn, he, x0, x1]
    norm_num
  · rw [hn, he, y0, y1]
    norm_num

end

end RayleighEquality
```

```lean
#print axioms RayleighEquality.rayleigh_const_iff_scalar
#print axioms RayleighEquality.bound_saturated_iff
#print axioms RayleighEquality.complex_expectation_eq_iff_scalar
#print axioms RayleighEquality.quarterTurn_counterexample
```

```
'RayleighEquality.rayleigh_const_iff_scalar' depends on axioms: [propext, Classical.choice, Quot.sound]
'RayleighEquality.bound_saturated_iff' depends on axioms: [propext, Classical.choice, Quot.sound]
'RayleighEquality.complex_expectation_eq_iff_scalar' depends on axioms: [propext, Classical.choice, Quot.sound]
'RayleighEquality.quarterTurn_counterexample' depends on axioms: [propext, Classical.choice, Quot.sound]
```

## Notes on the proof

The lemma `expectation_add_smul` is the expansion along \(x + ty\). Its `simp only` call distributes \(T\) and the inner product over the sum and extracts the factors of \(t\), and `ring` collects powers of \(t\).

In `expectation_eq_iff_symmetrised` the forward direction takes this lemma at \(t = 1\), rewrites the three expectation values with `h (x + y)`, `h x` and `h y`, and expands the norm with `norm_add_sq_real`. The result `h1` is the displayed equation of item 1, and `linear_combination -h1` performs the cancellation. The backward direction is `h x x` divided by two.

The theorem `expectation_eq_iff_scalar` first replaces its left side by the symmetrised condition. The step `ext_inner_left ℝ` reduces an equality of two vectors to equality of their inner products with every `x`, and so takes the place of the choice \(x = Ty - cy\) by hand. Symmetry enters only in `h2`, which equates the two matrix elements; the implication from \(T = c\,\mathbb{1}\) does not use `hT`. The theorem `rayleigh_const_iff_scalar` reduces to this one, treats `x = 0` separately, and clears the denominator with `div_eq_iff`.

The lemma `linear_coeff_eq_zero` is the argument on the quadratic. The step is introduced through the equation `t * (K + 1) = -b`, and the denominator \(K + 1\) in place of \(K\) makes a separate case \(K = 0\) unnecessary. The inequality `h2` is \(t^2(K + 2) \le 0\), `h3` deduces \(t^2 \le 0\) from \(K \ge 0\), and \(t = 0\) gives \(b = 0\).

In `bound_saturated_iff` the statement `key` is \(b = 0\) for the given `y`. It applies the lemma with `K := expectation T y - c * ‖y‖ ^ 2`, whose nonnegativity is `hb y`. The bound at `x + t • y` is rewritten with the expansion, the norm formula `hn`, the saturation `hx` and the symmetry `hs`, after which `nlinarith` rearranges it into \(0 \le 2tb + t^2K\). The backward direction uses neither `hT` nor `hb`.

The complex theorem does not repeat the computation with \(x + y\) and \(x + iy\). It calls Mathlib's `inner_map_self_eq_zero`, which states that a complex linear map \(S\) with \(\langle Sx, x\rangle = 0\) for all \(x\) is zero, and applies it to `T - c • LinearMap.id`. The rewrite `inner_eq_zero_symm` exchanges the two arguments of the inner product to match the form of the hypothesis.

For the examples, `inner_plane` and `matrixOp_apply` turn inner products and matrix action into components, so that the expectation values become polynomial identities for `ring`. In `quarterTurn_counterexample`, `h3` evaluates the supposed equality of operators on `basisX` and reads component 1, which gives the contradiction \(1 = 0\); the failure of symmetry is then obtained from `expectation_eq_iff_scalar` at \(c = 0\), as by hand. In `twoLevel_witness`, `hn` and `he` give \(\lVert y\rVert^2\) and \(\langle y, Hy\rangle\) in components, the bound follows from \(y_1^2 \ge 0\), and the two unit vectors are substituted directly.
